# A continuous radial augmentation charge with nonzero total has more Coulomb self-energy than its exterior field carries

An augmentation charge is the localised charge that an ultrasoft pseudopotential adds back near an atom, where the smoothed wavefunctions have lost part of their norm. How much Coulomb energy must such a charge have with itself if it is confined to a sphere of radius $R$ and has total charge $q$?

Take the charge to be spherically symmetric, with volume density $\rho(r)$. The letter $p$ denotes the charge per unit radius, $p(r)=4\pi r^2\rho(r)$, and not the volume density or a momentum. It may change sign. Units are Gaussian.

```lean
import Mathlib

open MeasureTheory Set Filter Topology

namespace AugmentationSelfEnergy

noncomputable section
```

The charge enclosed by the sphere of radius $r$ is
$$m(r)=\int_0^{\min(r,R)}p(s)\,ds .$$
The minimum cuts the charge off at $R$, so values of $p$ beyond $R$ play no role. In Lean $m(r)$ is `enclosedCharge p R r`.

```lean
/-- Charge enclosed by the sphere of radius `r`, for a radial charge `p` (charge per unit
radius) that is cut off at the augmentation radius `R`. -/
def enclosedCharge (p : ℝ → ℝ) (R r : ℝ) : ℝ := ∫ s in (0 : ℝ)..min r R, p s
```

By Gauss's law the radial field is $m(r)/r^2$. The energy density is the field squared over $8\pi$, and a shell has volume $4\pi r^2\,dr$, so the self-energy is
$$U=\frac12\int_0^\infty\frac{m(r)^2}{r^2}\,dr .$$
Lean takes this integral as the definition, `selfEnergy p R`. Its equality with the double integral $\frac12\iint\rho\rho'/|\mathbf r-\mathbf r'|$ is the step of electrostatics that links the theorems to the Hartree energy of a real charge, and it is not derived here.

```lean
/-- Coulomb self-energy (Gaussian units) of the radial charge `p` cut off at `R`, as the
energy of its electric field over all radii `r > 0`. -/
def selfEnergy (p : ℝ → ℝ) (R : ℝ) : ℝ :=
  (1 / 2) * ∫ r in Ioi (0 : ℝ), (enclosedCharge p R r) ^ 2 / r ^ 2
```

Parts (g) and (h) use a family of examples, for $n=0,1,2,\dots$:
$$p_n(r)=\frac{(n+1)\,q\,r^n}{R^{n+1}} .$$

```lean
/-- The radial charge `(n+1) q rⁿ / Rⁿ⁺¹`, for `R ≠ 0`. -/
def powerCharge (q R : ℝ) (n : ℕ) (r : ℝ) : ℝ := (n + 1) * q * r ^ n / R ^ (n + 1)
```

From (b) onwards $R>0$ is assumed (`hR`). Where a general $p$ appears there, it is continuous on $[0,R]$ (`hp`).

## (a) The enclosed charge up to the cutoff

**Task.** Show that the cutoff has no effect inside the sphere:
$$m(r)=\int_0^r p(s)\,ds\qquad(r\le R).$$

**Solution.** If $r\le R$, then $\min(r,R)=r$, and the definition becomes the stated integral.

```lean
variable {p : ℝ → ℝ} {R : ℝ}

/-- Up to the augmentation radius, the enclosed charge is the integral of `p` from `0` to `r`. -/
theorem enclosedCharge_inside {r : ℝ} (hr : r ≤ R) :
    enclosedCharge p R r = ∫ s in (0 : ℝ)..r, p s := by
  rw [enclosedCharge, min_eq_left hr]
```

## (b) Continuity of the enclosed charge

**Task.** Show that the enclosed charge has no jumps on $[0,R]$:
$$\lim_{r'\to r}m(r')=m(r)\qquad(r,r'\in[0,R]).$$

**Solution.** A continuous function on a closed bounded interval is bounded, so $|p|\le C$ on $[0,R]$ for some $C$. By (a),
$$|m(r')-m(r)|=\left|\int_r^{r'}p(s)\,ds\right|\le C\,|r'-r| ,$$
which tends to zero as $r'\to r$.

Lean uses the library theorem that the primitive of an integrable function is continuous, then replaces the primitive by `enclosedCharge` through (a).

```lean
/-- For a continuous radial charge on `[0,R]`, `R > 0`, the enclosed charge is continuous
on `[0,R]`. -/
theorem continuousOn_enclosedCharge (hR : 0 < R) (hp : ContinuousOn p (Icc 0 R)) :
    ContinuousOn (enclosedCharge p R) (Icc 0 R) := by
  have h := intervalIntegral.continuousOn_primitive_interval (a := 0) (b := R) (f := p)
    (μ := volume) (by rw [uIcc_of_le hR.le]; exact hp.integrableOn_Icc)
  rw [uIcc_of_le hR.le] at h
  exact h.congr (fun r hr => enclosedCharge_inside hr.2)
```

## (c) Finite field energy inside the sphere

**Task.** Show that the factor $1/r^2$ does no harm at the origin:
$$\int_0^R\frac{m(r)^2}{r^2}\,dr<\infty .$$

**Solution.** With the same $C$, for $0<r\le R$,
$$|m(r)|\le\int_0^r|p(s)|\,ds\le Cr,\qquad\text{so}\qquad \frac{m(r)^2}{r^2}\le C^2 .$$
The integral is at most $C^2R$. The charge $p$ need not vanish at the origin, so a density $\rho$ that diverges like $1/r^2$ is allowed.

In Lean, finiteness is `IntegrableOn` over `Ioc 0 R`, the interval $(0,R]$. The linear bound is `hm`. Continuity on $(0,R]$ supplies measurability, and `Integrable.mono'` compares the integrand with the constant $C^2$.

```lean
/-- For a continuous radial charge on `[0,R]`, `R > 0`, the field energy inside the
augmentation sphere is finite. -/
theorem integrableOn_inside (hR : 0 < R) (hp : ContinuousOn p (Icc 0 R)) :
    IntegrableOn (fun r => (enclosedCharge p R r) ^ 2 / r ^ 2) (Ioc 0 R) := by
  obtain ⟨C, hC⟩ := isCompact_Icc.exists_bound_of_continuousOn hp
  have hcont : ContinuousOn (fun r => (enclosedCharge p R r) ^ 2 / r ^ 2) (Ioc 0 R) :=
    (((continuousOn_enclosedCharge hR hp).mono Ioc_subset_Icc_self).pow 2).div
      (continuous_pow 2).continuousOn (fun r hr => pow_ne_zero 2 hr.1.ne')
  refine Integrable.mono' (g := fun _ => C ^ 2) continuous_const.integrableOn_Ioc
    (hcont.aestronglyMeasurable measurableSet_Ioc)
    (ae_restrict_of_forall_mem measurableSet_Ioc ?_)
  intro r hr
  -- the enclosed charge vanishes at least linearly at the origin
  have hm : |enclosedCharge p R r| ≤ C * r := by
    rw [enclosedCharge_inside hr.2]
    have h := intervalIntegral.norm_integral_le_of_norm_le_const (a := 0) (b := r) (f := p)
      (C := C) (fun s hs => by
        rw [uIoc_of_le hr.1.le] at hs
        exact hC s ⟨hs.1.le, hs.2.trans hr.2⟩)
    rwa [sub_zero, abs_of_pos hr.1, Real.norm_eq_abs] at h
  rw [Real.norm_of_nonneg (by positivity), div_le_iff₀ (pow_pos hr.1 2), ← mul_pow,
    ← sq_abs (enclosedCharge p R r)]
  exact pow_le_pow_left₀ (abs_nonneg _) hm 2
```

## (d) The field outside

**Task.** Evaluate the field integral of a point charge $q$ outside radius $R$:
$$\int_R^\infty\frac{q^2}{r^2}\,dr=\frac{q^2}{R}.$$

**Solution.** An antiderivative of $q^2/r^2$ is $-q^2/r$. It vanishes at infinity and equals $-q^2/R$ at $r=R$, so the integral converges to $q^2/R$. The factor $\frac12$ of the energy enters in (e).

The theorem states both convergence and the value. The equality `e` rewrites the integrand as a real power $r^{-2}$, for which Mathlib has the improper integral.

```lean
/-- For `R > 0`, the integral of `q²/r²` over `r > R` converges and equals `q²/R`. This is twice the
energy (Gaussian units) of the field of a point charge `q` outside the sphere of radius `R`. -/
theorem exterior_field (hR : 0 < R) (q : ℝ) :
    IntegrableOn (fun r : ℝ => q ^ 2 / r ^ 2) (Ioi R) ∧
      ∫ r in Ioi R, q ^ 2 / r ^ 2 = q ^ 2 / R := by
  have e : EqOn (fun r : ℝ => q ^ 2 * r ^ (-2 : ℝ)) (fun r => q ^ 2 / r ^ 2) (Ioi R) := by
    intro r hr
    have h0 : 0 < r := hR.trans hr
    show q ^ 2 * r ^ (-2 : ℝ) = q ^ 2 / r ^ 2
    rw [Real.rpow_neg h0.le, Real.rpow_two, div_eq_mul_inv]
  constructor
  · exact IntegrableOn.congr_fun
      (Integrable.const_mul (integrableOn_Ioi_rpow_of_lt (by norm_num) hR) _) e measurableSet_Ioi
  · refine (setIntegral_congr_fun measurableSet_Ioi e).symm.trans ?_
    show ∫ r in Ioi R, q ^ 2 * r ^ (-2 : ℝ) = q ^ 2 / R
    rw [integral_const_mul, integral_Ioi_rpow_of_lt (by norm_num) hR,
      show (-2 : ℝ) + 1 = -1 by norm_num, Real.rpow_neg_one]
    ring
```

## (e) Splitting the energy at the cutoff

**Task.** Separate the self-energy into an exterior and an interior part:
$$U=\frac{m(R)^2}{2R}+\frac12\int_0^R\frac{m(r)^2}{r^2}\,dr .$$

**Solution.** For $r>R$ the definition gives $m(r)=m(R)$. Both pieces of the integral are finite, by (c) and (d), so
$$U=\frac12\int_0^R\frac{m(r)^2}{r^2}\,dr+\frac12\int_R^\infty\frac{m(R)^2}{r^2}\,dr ,$$
and (d) with $q=m(R)$ evaluates the last term as $m(R)^2/(2R)$.

Here `e` replaces the enclosed charge by its total beyond $R$, `hd` says that $(0,R]$ and $(R,\infty)$ are disjoint, and `setIntegral_union` adds the two integrals.

```lean
/-- For a continuous radial charge on `[0,R]`, `R > 0`, the self-energy is the exterior energy
`q²/(2R)` of the total charge plus the field energy inside the sphere. -/
theorem selfEnergy_eq (hR : 0 < R) (hp : ContinuousOn p (Icc 0 R)) :
    selfEnergy p R = (enclosedCharge p R R) ^ 2 / (2 * R) +
      (1 / 2) * ∫ r in (0 : ℝ)..R, (enclosedCharge p R r) ^ 2 / r ^ 2 := by
  obtain ⟨hi, hv⟩ := exterior_field hR (enclosedCharge p R R)
  -- beyond `R` the enclosed charge is the total charge
  have e : EqOn (fun r => (enclosedCharge p R R) ^ 2 / r ^ 2)
      (fun r => (enclosedCharge p R r) ^ 2 / r ^ 2) (Ioi R) := by
    intro r hr
    have h : enclosedCharge p R r = enclosedCharge p R R := by
      rw [enclosedCharge, enclosedCharge, min_eq_right (le_of_lt hr), min_self]
    show (enclosedCharge p R R) ^ 2 / r ^ 2 = (enclosedCharge p R r) ^ 2 / r ^ 2
    rw [h]
  have hd : Disjoint (Ioc 0 R) (Ioi R) :=
    Set.disjoint_left.2 (fun r h1 h2 => not_lt_of_ge h1.2 h2)
  have ht := (setIntegral_congr_fun (μ := volume) measurableSet_Ioi e).symm.trans hv
  rw [selfEnergy, ← Ioc_union_Ioi_eq_Ioi hR.le, setIntegral_union hd measurableSet_Ioi
    (integrableOn_inside hR hp) (hi.congr_fun e measurableSet_Ioi), ht,
    intervalIntegral.integral_of_le hR.le]
  ring
```

## (f) The strict lower bound

**Task.** Let the total charge be $q=\int_0^R p(s)\,ds\ne0$. Show that
$$U>\frac{q^2}{2R}.$$

**Solution.** By (a), $m(R)=q$, so (e) reads
$$U=\frac{q^2}{2R}+\frac12\int_0^R\frac{m(r)^2}{r^2}\,dr .$$
It remains to show that the interior integral is positive. Its integrand is nonnegative, so the part over $(0,R/2]$ is at least zero. On $[R/2,R]$ the integrand is continuous by (b), and at $r=R$ it equals $q^2/R^2>0$. It therefore exceeds $q^2/(2R^2)$ on some interval $[R-\delta,R]$ with $0<\delta\le R/2$, which contributes at least $\delta q^2/(2R^2)>0$.

The hypotheses `hq` and `hq0` say that the total charge is $q$ and that $q\ne0$. In the proof, `hnn` treats the inner half and `hpos` the outer half. The cut at $R/2$ keeps the origin out of the interval on which continuity is needed. Then `hadd` joins the halves, and (e) finishes the argument.

At fixed $q$ the lower bound grows as $1/R$ when the sphere shrinks. This is the sense in which compact augmentation charges cost more; the theorem does not rank two given charges by their radii. For an ultrasoft pseudopotential it sets a floor under the Hartree energy of a single isolated, spherically symmetric augmentation charge, without higher multipoles or interaction with the smooth density.

```lean
/-- A continuous radial charge on `[0,R]`, `R > 0`, with nonzero total charge `q` has a Coulomb
self-energy strictly above `q²/(2R)`. -/
theorem selfEnergy_gt (hR : 0 < R) (hp : ContinuousOn p (Icc 0 R)) {q : ℝ}
    (hq : ∫ s in (0 : ℝ)..R, p s = q) (hq0 : q ≠ 0) :
    q ^ 2 / (2 * R) < selfEnergy p R := by
  have hm : enclosedCharge p R R = q := (enclosedCharge_inside le_rfl).trans hq
  have hh : 0 < R / 2 := by linarith
  have hhR : R / 2 < R := by linarith
  have hint := integrableOn_inside hR hp
  -- the outer half of the sphere carries field energy, since the field at `R` is nonzero
  have hpos : 0 < ∫ r in (R / 2)..R, (enclosedCharge p R r) ^ 2 / r ^ 2 := by
    refine intervalIntegral.integral_pos hhR ?_ (fun r _ => by positivity)
      ⟨R, ⟨hhR.le, le_rfl⟩, by rw [hm]; positivity⟩
    exact (((continuousOn_enclosedCharge hR hp).mono (Icc_subset_Icc_left hh.le)).pow 2).div
      (continuous_pow 2).continuousOn (fun r hr => pow_ne_zero 2 (hh.trans_le hr.1).ne')
  have hnn : 0 ≤ ∫ r in (0 : ℝ)..(R / 2), (enclosedCharge p R r) ^ 2 / r ^ 2 :=
    intervalIntegral.integral_nonneg hh.le (fun r _ => by positivity)
  have hadd := intervalIntegral.integral_add_adjacent_intervals
    ((intervalIntegrable_iff_integrableOn_Ioc_of_le hh.le).2
      (hint.mono_set (Ioc_subset_Ioc_right hhR.le)))
    ((intervalIntegrable_iff_integrableOn_Ioc_of_le hhR.le).2
      (hint.mono_set (Ioc_subset_Ioc_left hh.le)))
  rw [selfEnergy_eq hR hp, hm, ← hadd]
  linarith
```

## (g) Power-law charges

**Task.** Compute the self-energy $U_n$ of the charge $p_n$:
$$U_n=\frac{q^2}{2R}\left(1+\frac{1}{2n+1}\right).$$

**Solution.** For $0\le r\le R$,
$$m(r)=\frac{(n+1)q}{R^{n+1}}\int_0^r s^n\,ds=q\left(\frac rR\right)^{n+1}.$$
In particular $m(R)=q$. The interior integral is
$$\int_0^R\frac{m(r)^2}{r^2}\,dr=\frac{q^2}{R^{2n+2}}\int_0^R r^{2n}\,dr=\frac{q^2}{(2n+1)R}.$$
Half of this, added to $q^2/(2R)$ as in (e), gives the result. For $n=2$ the volume density is constant, and the formula gives the energy $3q^2/(5R)$ of a uniformly charged ball.

The steps appear in Lean as `hm` (the enclosed charge), `hp` (continuity, needed for (e)), `hin` (the simplified integrand) and `hv` (the powers of $R$). The theorem holds for every real $q$ and every natural number $n$, including $n=0$.

```lean
/-- The power-law charge of order `n` and total charge `q` in a sphere of radius `R > 0` has
self-energy `q²/(2R) · (1 + 1/(2n+1))`. -/
theorem selfEnergy_powerCharge (hR : 0 < R) (q : ℝ) (n : ℕ) :
    selfEnergy (powerCharge q R n) R = q ^ 2 / (2 * R) * (1 + 1 / (2 * (n : ℝ) + 1)) := by
  have hn : (n : ℝ) + 1 ≠ 0 := by positivity
  have hm : ∀ r ≤ R, enclosedCharge (powerCharge q R n) R r = q * (r / R) ^ (n + 1) := by
    intro r hr
    have h : ∫ s in (0 : ℝ)..r, powerCharge q R n s
        = ∫ s in (0 : ℝ)..r, ((n + 1) * q / R ^ (n + 1)) * s ^ n :=
      intervalIntegral.integral_congr (fun s _ => by simp only [powerCharge]; ring)
    rw [enclosedCharge_inside hr, h, intervalIntegral.integral_const_mul, integral_pow,
      div_pow, zero_pow (Nat.succ_ne_zero n), sub_zero]
    field_simp
  have hp : ContinuousOn (powerCharge q R n) (Icc 0 R) := by
    unfold powerCharge
    exact ((continuous_const.mul (continuous_pow n)).div_const _).continuousOn
  have hin : ∫ r in (0 : ℝ)..R, (enclosedCharge (powerCharge q R n) R r) ^ 2 / r ^ 2
      = ∫ r in (0 : ℝ)..R, (q ^ 2 / R ^ (2 * n + 2)) * r ^ (2 * n) := by
    rw [intervalIntegral.integral_of_le hR.le, intervalIntegral.integral_of_le hR.le]
    refine setIntegral_congr_fun measurableSet_Ioc (fun r hr => ?_)
    show (enclosedCharge (powerCharge q R n) R r) ^ 2 / r ^ 2
      = (q ^ 2 / R ^ (2 * n + 2)) * r ^ (2 * n)
    rw [hm r hr.2, div_eq_iff (pow_ne_zero 2 hr.1.ne'), div_pow]
    ring
  have hv : q ^ 2 / R ^ (2 * n + 2) * (R ^ (2 * n + 1) / (2 * (n : ℝ) + 1))
      = q ^ 2 / (R * (2 * (n : ℝ) + 1)) := by
    rw [show R ^ (2 * n + 2) = R ^ (2 * n + 1) * R from pow_succ _ _]
    field_simp
  rw [selfEnergy_eq hR hp, hin, hm R le_rfl, div_self hR.ne', one_pow, mul_one,
    intervalIntegral.integral_const_mul, integral_pow, zero_pow (Nat.succ_ne_zero (2 * n)),
    sub_zero, Nat.cast_mul, Nat.cast_ofNat, hv, ← div_div (q ^ 2) R]
  ring
```

## (h) Sharpness of the bound

**Task.** Show that the lower bound in (f) cannot be raised for given $q$ and $R$:
$$\lim_{n\to\infty}U_n=\frac{q^2}{2R}.$$

**Solution.** By (g),
$$U_n-\frac{q^2}{2R}=\frac{q^2}{2R}\cdot\frac1{2n+1}\to0 .$$
Each $p_n$ is continuous with total charge $q$, so charges admitted in (f) come arbitrarily close to the bound. As $n$ grows the charge crowds towards the surface of the sphere and the interior field energy disappears. The limiting object is a charged shell, which has no continuous $p$.

In Lean the limit is written with `Tendsto`, where `atTop` stands for $n\to\infty$. The proof first shows that $1/(2n+1)\to0$, then adds 1, multiplies by $q^2/(2R)$ and transfers the limit to the self-energies through (g).

```lean
/-- For `R > 0`, the self-energies of the power-law charges of total charge `q` tend to `q²/(2R)` as
their order grows. -/
theorem selfEnergy_bound_sharp (hR : 0 < R) (q : ℝ) :
    Tendsto (fun n : ℕ => selfEnergy (powerCharge q R n) R) atTop (𝓝 (q ^ 2 / (2 * R))) := by
  have h : Tendsto (fun n : ℕ => 1 / (2 * (n : ℝ) + 1)) atTop (𝓝 0) :=
    tendsto_const_nhds.div_atTop (tendsto_atTop_add_const_right _ _
      (tendsto_natCast_atTop_atTop.const_mul_atTop two_pos))
  have h2 := (h.const_add 1).const_mul (q ^ 2 / (2 * R))
  rw [add_zero, mul_one] at h2
  exact h2.congr (fun n => (selfEnergy_powerCharge hR q n).symm)

end

end AugmentationSelfEnergy
```

```lean
#print axioms AugmentationSelfEnergy.selfEnergy_gt
#print axioms AugmentationSelfEnergy.selfEnergy_bound_sharp
```

```
'AugmentationSelfEnergy.selfEnergy_gt' depends on axioms: [propext, Classical.choice, Quot.sound]
'AugmentationSelfEnergy.selfEnergy_bound_sharp' depends on axioms: [propext, Classical.choice, Quot.sound]
```
